# Second-order polarization is odd in a polar distortion of a centrosymmetric matrix model with polynomial occupations

Without a symmetry rule, a spurious quadratic polarization computed for a centrosymmetric structure can pass for a real nonlinear response. For finite centrosymmetric matrix models with a fixed polynomial occupation function, the theorems below show that the quadratic response vanishes in the undistorted structure and changes sign when a polar distortion is reversed.

```lean
import Mathlib

open Matrix

namespace SecondOrderPolarization

noncomputable section

variable {n : Type*} [Fintype n] [DecidableEq n]

/-- The Hamiltonian `H + sW - FX` with a distortion `W` of amplitude `s` in a field `F`. -/
def hamiltonian (H W X : Matrix n n ℂ) (s : ℝ) (F : ℂ) : Matrix n n ℂ :=
  H + (s : ℂ) • W - F • X

/-- The dipole `tr (X f(H + sW - FX))` for the occupation polynomial `f`. -/
def dipole (f : Polynomial ℝ) (H W X : Matrix n n ℂ) (s : ℝ) (F : ℂ) : ℂ :=
  trace (X * Polynomial.aeval (hamiltonian H W X s F) f)

/-- The dipole as a polynomial in the field, which is kept as an indeterminate. -/
def dipoleSeries (f : Polynomial ℝ) (H W X : Matrix n n ℂ) (s : ℝ) : Polynomial ℂ :=
  trace (X.map Polynomial.C * Polynomial.aeval
    (H.map Polynomial.C + (Polynomial.C (s : ℂ)) • W.map Polynomial.C
      - (Polynomial.X : Polynomial ℂ) • X.map Polynomial.C) f)

/-- The response of order `k`: the coefficient of `F ^ k` in the dipole. -/
def response (f : Polynomial ℝ) (H W X : Matrix n n ℂ) (k : ℕ) (s : ℝ) : ℂ :=
  (dipoleSeries f H W X s).coeff k

/-- `J` is an involution under which `H` is even, while the distortion `W` and the
position `X` are odd. -/
structure Centrosymmetric (J H W X : Matrix n n ℂ) : Prop where
  invol : J * J = 1
  even_H : J * H * J = H
  odd_W : J * W * J = -W
  odd_X : J * X * J = -X

/-- The field polynomial takes the value of the dipole at every field `F`. -/
theorem eval_dipoleSeries (f : Polynomial ℝ) (H W X : Matrix n n ℂ) (s : ℝ) (F : ℂ) :
    (dipoleSeries f H W X s).eval F = dipole f H W X s F := by
  -- evaluation at `F`, entry by entry, is a homomorphism of matrix algebras
  obtain ⟨φ, hφ⟩ : ∃ φ : Matrix n n (Polynomial ℂ) →ₐ[ℝ] Matrix n n ℂ,
      ∀ M i j, φ M i j = (M i j).eval F :=
    ⟨((Polynomial.aeval F : Polynomial ℂ →ₐ[ℂ] ℂ).restrictScalars ℝ).mapMatrix,
      fun M i j => by
        change Polynomial.aeval F (M i j) = _
        rw [Polynomial.coe_aeval_eq_eval]⟩
  have hX : φ (X.map Polynomial.C) = X := by
    ext i j
    rw [hφ]
    simp
  have hA : φ (H.map Polynomial.C + (Polynomial.C (s : ℂ)) • W.map Polynomial.C
      - (Polynomial.X : Polynomial ℂ) • X.map Polynomial.C) = hamiltonian H W X s F := by
    ext i j
    rw [hφ]
    simp [hamiltonian]
    ring
  have ht : ∀ M : Matrix n n (Polynomial ℂ), (trace M).eval F = trace (φ M) := by
    intro M
    simp [Matrix.trace, hφ, Polynomial.eval_finsetSum]
  rw [dipoleSeries, ht, map_mul, hX, ← Polynomial.aeval_algHom_apply, hA, dipole]

/-- Conjugation by an involution passes through a polynomial: `f(JAJ) = J f(A) J`. -/
theorem aeval_conj (f : Polynomial ℝ) {J : Matrix n n ℂ} (hJ : J * J = 1)
    (A : Matrix n n ℂ) :
    Polynomial.aeval (J * A * J) f = J * Polynomial.aeval A f * J := by
  have hpow : ∀ k : ℕ, (J * A * J) ^ k = J * A ^ k * J := by
    intro k
    induction k with
    | zero => simp [hJ]
    | succ k ih =>
      calc (J * A * J) ^ (k + 1) = J * A ^ k * (J * J) * A * J := by
            rw [pow_succ, ih]; simp only [mul_assoc]
        _ = J * A ^ (k + 1) * J := by
            rw [hJ, mul_one, pow_succ]; simp only [mul_assoc]
  simp only [Polynomial.aeval_eq_sum_range, Finset.mul_sum, Finset.sum_mul, hpow,
    mul_smul_comm, smul_mul_assoc]

/-- In a centrosymmetric model, reversing both the distortion and the field reverses
the dipole. -/
theorem dipole_inversion (f : Polynomial ℝ) {J H W X : Matrix n n ℂ}
    (h : Centrosymmetric J H W X) (s : ℝ) (F : ℂ) :
    dipole f H W X (-s) (-F) = -dipole f H W X s F := by
  have hA : hamiltonian H W X (-s) (-F) = J * hamiltonian H W X s F * J := by
    simp only [hamiltonian, mul_add, mul_sub, add_mul, sub_mul, mul_smul_comm,
      smul_mul_assoc, h.even_H, h.odd_W, h.odd_X, Complex.ofReal_neg]
    module
  rw [dipole, dipole, hA, aeval_conj f h.invol]
  generalize Polynomial.aeval (hamiltonian H W X s F) f = B
  -- cyclicity moves the inversion onto the position operator
  calc trace (X * (J * B * J)) = trace ((X * J * B) * J) := by simp only [mul_assoc]
    _ = trace (J * (X * J * B)) := Matrix.trace_mul_comm _ _
    _ = trace ((J * X * J) * B) := by simp only [mul_assoc]
    _ = -trace (X * B) := by rw [h.odd_X, neg_mul, Matrix.trace_neg]

/-- In a centrosymmetric model, reversing the distortion multiplies the response of
order `k` by `(-1) ^ (k + 1)`. -/
theorem response_parity (f : Polynomial ℝ) {J H W X : Matrix n n ℂ}
    (h : Centrosymmetric J H W X) (k : ℕ) (s : ℝ) :
    response f H W X k (-s) = (-1) ^ (k + 1) * response f H W X k s := by
  have hp : dipoleSeries f H W X (-s) =
      -((dipoleSeries f H W X s).comp (Polynomial.C (-1) * Polynomial.X)) := by
    refine Polynomial.funext fun F => ?_
    have hd := dipole_inversion f h s (-F)
    simpa [eval_dipoleSeries] using hd
  rw [response, response, hp, Polynomial.coeff_neg, Polynomial.comp_C_mul_X_coeff]
  ring

/-- In a centrosymmetric model the second-order polarization changes sign when the polar
distortion is reversed, and it vanishes in the undistorted structure. -/
theorem second_order_odd (f : Polynomial ℝ) {J H W X : Matrix n n ℂ}
    (h : Centrosymmetric J H W X) :
    (∀ s : ℝ, response f H W X 2 (-s) = -response f H W X 2 s) ∧
      response f H W X 2 0 = 0 := by
  have hodd : ∀ s : ℝ, response f H W X 2 (-s) = -response f H W X 2 s := by
    intro s
    rw [response_parity f h]
    ring
  refine ⟨hodd, ?_⟩
  have h0 := hodd 0
  rw [neg_zero] at h0
  linear_combination h0 / 2

/-- For Hermitian `H`, `W` and `X` the response of every order is real. -/
theorem response_real (f : Polynomial ℝ) {H W X : Matrix n n ℂ} (hH : H.IsHermitian)
    (hW : W.IsHermitian) (hX : X.IsHermitian) (k : ℕ) (s : ℝ) :
    (response f H W X k s).im = 0 := by
  -- conjugating the dipole conjugates the field
  have hd : ∀ F : ℂ, starRingEnd ℂ (dipole f H W X s F) =
      dipole f H W X s (starRingEnd ℂ F) := by
    intro F
    have hA : (hamiltonian H W X s F)ᴴ = hamiltonian H W X s (starRingEnd ℂ F) := by
      simp [hamiltonian, hH.eq, hW.eq, hX.eq]
    have hf : (Polynomial.aeval (hamiltonian H W X s F) f)ᴴ =
        Polynomial.aeval (hamiltonian H W X s F)ᴴ f := by
      simp only [Polynomial.aeval_eq_sum_range, Matrix.conjTranspose_sum,
        Matrix.conjTranspose_smul, Matrix.conjTranspose_pow, star_trivial]
    change star (trace _) = trace _
    rw [← Matrix.trace_conjTranspose, Matrix.conjTranspose_mul, hf, hA, hX.eq,
      Matrix.trace_mul_comm]
  have hp : (dipoleSeries f H W X s).map (starRingEnd ℂ) = dipoleSeries f H W X s := by
    refine Polynomial.funext fun F => ?_
    have e := Polynomial.eval₂_at_apply (p := dipoleSeries f H W X s)
      (starRingEnd ℂ) (starRingEnd ℂ F)
    rw [Complex.conj_conj] at e
    rw [Polynomial.eval_map, e, eval_dipoleSeries, eval_dipoleSeries, hd,
      Complex.conj_conj]
  have hk := congrArg (fun p => Polynomial.coeff p k) hp
  simp only [Polynomial.coeff_map] at hk
  exact Complex.conj_eq_iff_im.mp hk

/-- Hopping of amplitude `t` between the two sites of a dimer. -/
def hopping (t : ℝ) : Matrix (Fin 2) (Fin 2) ℂ := !![0, (t : ℂ); (t : ℂ), 0]

/-- The staggered site operator, with values `1` and `-1` on the two sites. -/
def staggered : Matrix (Fin 2) (Fin 2) ℂ := !![1, 0; 0, -1]

/-- The dimer with hopping `t`, with the staggered operator as both distortion and position,
is Hermitian and centrosymmetric under the exchange of its sites. -/
theorem dimer_witness (t : ℝ) :
    (hopping t).IsHermitian ∧ staggered.IsHermitian ∧
      Centrosymmetric (hopping 1) (hopping t) staggered staggered := by
  refine ⟨?_, ?_, ?_, ?_, ?_, ?_⟩
  all_goals
    ext i j
    fin_cases i <;> fin_cases j <;>
      simp [hopping, staggered, Matrix.mul_apply, Fin.sum_univ_succ]

/-- For `f(x) = x ^ 3` the second-order response of the distorted dimer is `6 s`. -/
theorem dimer_second_order (t s : ℝ) :
    response (Polynomial.X ^ 3) (hopping t) staggered staggered 2 s = 6 * (s : ℂ) := by
  have hp : dipoleSeries (Polynomial.X ^ 3) (hopping t) staggered staggered s =
      Polynomial.C (2 * (s : ℂ) * t ^ 2 + 2 * s ^ 3)
        + Polynomial.C (-2 * (t : ℂ) ^ 2 - 6 * s ^ 2) * Polynomial.X
        + Polynomial.C (6 * (s : ℂ)) * Polynomial.X ^ 2
        + Polynomial.C (-2) * Polynomial.X ^ 3 := by
    refine Polynomial.funext fun F => ?_
    have hM : hamiltonian (hopping t) staggered staggered s F =
        !![(s : ℂ) - F, (t : ℂ); (t : ℂ), -((s : ℂ) - F)] := by
      ext i j
      fin_cases i <;> fin_cases j <;> simp [hamiltonian, hopping, staggered]
      ring
    rw [eval_dipoleSeries, dipole, map_pow, Polynomial.aeval_X, hM]
    simp only [staggered, pow_three', Matrix.mul_fin_two, Matrix.trace_fin_two_of,
      Polynomial.eval_add, Polynomial.eval_mul, Polynomial.eval_C, Polynomial.eval_X,
      Polynomial.eval_pow]
    ring
  rw [response, hp]
  simp only [Polynomial.coeff_add, Polynomial.coeff_C_mul, Polynomial.coeff_X_pow,
    Polynomial.coeff_X, Polynomial.coeff_C]
  norm_num

end

end SecondOrderPolarization
```

```lean
#print axioms SecondOrderPolarization.second_order_odd
#print axioms SecondOrderPolarization.response_real
#print axioms SecondOrderPolarization.dimer_second_order
```

```
'SecondOrderPolarization.second_order_odd' depends on axioms: [propext, Classical.choice, Quot.sound]
'SecondOrderPolarization.response_real' depends on axioms: [propext, Classical.choice, Quot.sound]
'SecondOrderPolarization.dimer_second_order' depends on axioms: [propext, Classical.choice, Quot.sound]
```

The undistorted structure has Hamiltonian $H$ and an inversion operator $J$. A distortion of real amplitude $s$ adds $sW$, and a static field $F$ couples to the position operator $X$:

$$A(s,F)=H+sW-FX,\qquad P(s,F)=\operatorname{tr}\bigl(X f(A(s,F))\bigr).$$

Here $f$ is a real polynomial giving the occupation of each level, and $P$ is the dipole without charge, spin or volume factors. These are `hamiltonian` and `dipole`. The structure `Centrosymmetric` collects the symmetry conditions $J^2=1$, $JHJ=H$, $JWJ=-W$ and $JXJ=-X$. The last one places the origin of position at the inversion centre.

Write $P(s,F)=\sum_k R_k(s)F^k$. The coefficient $R_k$ is `response` at order `k`, so the $k$-th field derivative at zero field is $k!\,R_k$. To make this coefficient an algebraic object, `dipoleSeries` builds the dipole from matrices whose entries are polynomials in the field. In that definition `Polynomial.X` is the field variable, while `X` is the position matrix.

The symmetry argument starts by conjugating the Hamiltonian:

$$JA(s,F)J=H-sW+FX=A(-s,-F).$$

Since $J^2=1$, the inner factors cancel in $(JAJ)^k=JA^kJ$, and summing powers gives $f(JAJ)=Jf(A)J$. Cyclicity of the trace then yields

$$P(-s,-F)=\operatorname{tr}(XJf(A)J)=\operatorname{tr}(JXJf(A))=-P(s,F).$$

Comparing the coefficients of $F^k$ gives $(-1)^kR_k(-s)=-R_k(s)$, hence

$$R_k(-s)=(-1)^{k+1}R_k(s).$$

For $k=2$ this reads $R_2(-s)=-R_2(s)$. At $s=0$ it becomes $2R_2(0)=0$, so $R_2(0)=0$. The linear response, by contrast, is even in $s$.

The Lean proof takes the same route. `aeval_conj` proves the power identity by induction and extends it to $f$, and `dipole_inversion` carries out the conjugation and the trace step. `eval_dipoleSeries` connects the polynomial to the dipole: evaluating every matrix entry at $F$ respects sums and products, so it passes through $f$ and the trace. In `response_parity`, `Polynomial.funext` turns equality at every complex $F$ into equality of polynomials, from which the coefficients are read off. `second_order_odd` is the case $k=2$, together with its value at $s=0$.

None of this uses Hermiticity. That enters in `response_real`, which needs no inversion symmetry. If $H$, $W$ and $X$ are Hermitian, then $A(s,F)^\dagger=A(s,\overline F)$. Because $f$ has real coefficients, $f(A)^\dagger=f(A^\dagger)$, and therefore

$$\overline{P(s,F)}=\operatorname{tr}\bigl(f(A)^\dagger X\bigr)=\operatorname{tr}\bigl(Xf(A^\dagger)\bigr)=P(s,\overline F).$$

Comparing coefficients gives $\overline{R_k(s)}=R_k(s)$, so every response is real, although its Lean type is complex.

A two-site dimer shows that the second-order response need not vanish once the structure is distorted. Its sites are joined by a hopping $t$, and the matrix `staggered`, $Z=\operatorname{diag}(1,-1)$, serves as both $W$ and $X$. Exchanging the sites is the inversion, written `hopping 1`; `dimer_witness` checks the symmetry and Hermiticity conditions entry by entry. With $u=s-F$,

$$A=\begin{pmatrix}u&t\\t&-u\end{pmatrix},\qquad A^2=(u^2+t^2)\,1,\qquad A^3=(u^2+t^2)A.$$

For $f(x)=x^3$ the dipole is therefore

$$\operatorname{tr}(ZA^3)=2u(u^2+t^2)=2(s-F)^3+2t^2(s-F),$$

whose $F^2$ coefficient is $6s$. `dimer_second_order` confirms the full cubic in $F$ and extracts this coefficient. The choice $x^3$ is an algebraic example, not a realistic occupation function.

In electronic-structure work, the rule says that reversing an inversion-odd distortion of a finite, non-interacting, centrosymmetric model with polynomial occupations reverses the sign of its static quadratic response. The step left to the reader is the passage from a fixed polynomial to a Fermi function, whose chemical potential may also shift with $s$ and $F$ when the electron number is held constant.
